# Square-root slowing down of a one-variable self-consistency loop near a spinodal

A mean-field magnet is held in a field that opposes its magnetisation. Up to a limiting field, the spinodal, the self-consistency equations still have a metastable solution with the old orientation. As the field approaches that limit, the metastable solution and a neighbouring unstable one move together and merge, and a plain self-consistency loop aimed at the metastable solution needs more and more iterations for each further digit of accuracy. How does that number grow with the distance to the spinodal?

The question is answered here for a model with one real variable. Let \(x\) be the displacement of the order parameter from its value at the merger, and let \(e\) be the distance of the control parameter from the spinodal, both rescaled to make the coefficients one. The loop is

\[
x_{k+1}=x_k+e-x_k^2 .
\]

This is the saddle-node normal form. It stands for the one slow direction of the full loop, with higher-order terms dropped; the reduction from a full set of self-consistency equations to this form is assumed. For \(e>0\) the fixed points are \(s\) and \(-s\), where \(s=\sqrt e\).

For \(0<e<1/4\), the loop converges to \(s\) exactly from starts in \((-s,1+s)\). Apart from two starts that land on \(s\) at once, the ratio of successive errors tends to \(1-2\sqrt e\).

## The update as a real function

All quantities are real numbers, and the development needs only Mathlib's real analysis.

```lean
import Mathlib

open Filter Topology

namespace SpinodalSlowingDown
```

The function `scfStep e` is one pass through the loop, without damping or extrapolation. Its \(k\)-fold iterate `(scfStep e)^[k] x₀` is \(x_k\), with \(k=0\) giving the start \(x_0\).

```lean
/-- One self-consistency update in the saddle-node normal form, at distance `e` from the
spinodal. -/
noncomputable def scfStep (e x : ℝ) : ℝ := x + e - x ^ 2
```

## Deviations from the two solutions factorise

Write \(x'\) for the updated value. Since \(e=s^2\),

\[
x'-s=(x-s)-(x^2-s^2)=(x-s)(1-s-x).
\]

The error is therefore multiplied by exactly \(1-s-x\), with no linearisation. The hypothesis `0 ≤ e` ensures that \((\sqrt e)^2=e\), which is the only fact the algebra needs.

```lean
/-- The deviation from the solution `√e` is multiplied by `1 - √e - x` in one update. -/
theorem step_sub_root {e : ℝ} (he : 0 ≤ e) (x : ℝ) :
    scfStep e x - √e = (x - √e) * (1 - √e - x) := by
  have h := Real.sq_sqrt he
  unfold scfStep
  linear_combination -h
```

The same calculation about the unstable solution gives

\[
x'+s=(x+s)-(x-s)(x+s)=(x+s)(1+s-x).
\]

```lean
/-- The deviation from the other solution `-√e` is multiplied by `1 + √e - x` in one update. -/
theorem step_add_root {e : ℝ} (he : 0 ≤ e) (x : ℝ) :
    scfStep e x + √e = (x + √e) * (1 + √e - x) := by
  have h := Real.sq_sqrt he
  unfold scfStep
  linear_combination -h
```

## Error bounds at every iteration

Let \(s\le x_0\le 1-s\). If an iterate \(x\) lies in \([s,x_0]\), both factors of \(x'-s\) are non-negative, so \(x'\ge s\). Moreover,

\[
x'-x=s^2-x^2=-(x-s)(x+s)\le 0,
\]

so \(x'\le x\le x_0\). Every iterate therefore stays in \([s,x_0]\), where the error factor satisfies

\[
1-s-x_0\le 1-s-x_k\le 1-2s .
\]

Multiplying these inequalities over the first \(k\) updates gives

\[
(1-s-x_0)^k(x_0-s)\le x_k-s\le(1-2s)^k(x_0-s).
\]

The theorem states this for every \(k\), including \(k=0\), and it also admits \(e=0\), where the upper bound no longer decays.

```lean
/-- For a start between `√e` and `1 - √e`, the error after `k` updates lies between two
geometric sequences, with factors `1 - √e - x₀` and `1 - 2√e`. -/
theorem error_two_sided {e x₀ : ℝ} (he : 0 ≤ e) (h₁ : √e ≤ x₀) (h₂ : x₀ ≤ 1 - √e) (k : ℕ) :
    (1 - √e - x₀) ^ k * (x₀ - √e) ≤ (scfStep e)^[k] x₀ - √e ∧
      (scfStep e)^[k] x₀ - √e ≤ (1 - 2 * √e) ^ k * (x₀ - √e) := by
  have hs := Real.sqrt_nonneg e
  -- the iterates also stay between the solution and the starting point
  suffices h : (√e ≤ (scfStep e)^[k] x₀ ∧ (scfStep e)^[k] x₀ ≤ x₀) ∧
      (1 - √e - x₀) ^ k * (x₀ - √e) ≤ (scfStep e)^[k] x₀ - √e ∧
      (scfStep e)^[k] x₀ - √e ≤ (1 - 2 * √e) ^ k * (x₀ - √e) from h.2
  induction k with
  | zero => simp [h₁]
  | succ k ih =>
    rw [Function.iterate_succ_apply']
    generalize (scfStep e)^[k] x₀ = y at ih ⊢
    obtain ⟨⟨a, b⟩, c, d⟩ := ih
    have f := step_sub_root he y
    have p : 0 ≤ y - √e := by linarith
    have q : 0 ≤ 1 - √e - y := by linarith
    have r : 0 ≤ y + √e := by linarith
    refine ⟨⟨by nlinarith [mul_nonneg p q], by nlinarith [mul_nonneg p r]⟩, ?_, ?_⟩
    · rw [f, pow_succ, mul_right_comm]
      exact mul_le_mul c (by linarith) (by linarith) p
    · rw [f, pow_succ, mul_right_comm]
      exact mul_le_mul d (by linarith) q (p.trans d)
```

The induction carries the confinement to \([s,x_0]\) along with the two bounds, because each new factor can be estimated only if the current iterate is known to lie there. In the code `y` is that iterate. The calls to `nlinarith` receive the products whose signs were used above, and `mul_le_mul` multiplies the previous bound by the new factor.

## Contraction from either side

A start below \(s\) needs a slightly different estimate. Choose \(m\) with \(-s<m\le s\), and suppose that \(m\le x_0\le 1-s\) and \(e<1/4\), so that \(s<1/2\). The interval \([m,1-s]\) is preserved:

- If \(x\le s\), then \(x'-x=(s-x)(s+x)\ge0\) and \(x'-s\le0\), so \(m\le x\le x'\le s\).
- If \(x\ge s\), then \(x'-s\ge0\) and \(x'-x\le0\), so \(s\le x'\le x\le 1-s\).

On this interval \(0\le 1-s-x\le 1-s-m\), and hence

\[
|x_k-s|\le(1-s-m)^k|x_0-s| .
\]

The factor \(1-s-m\) is below one because \(m>-s\).

```lean
/-- Let `0 ≤ e < 1/4` and `-√e < m ≤ √e`. If the start lies between `m` and `1 - √e`, the iterates
stay there, and the absolute error after `k` updates is at most `(1 - √e - m) ^ k` times the initial
one. -/
theorem error_contraction {e m x₀ : ℝ} (he : 0 ≤ e) (he4 : e < 1 / 4) (hm : -√e < m)
    (hm' : m ≤ √e) (h₁ : m ≤ x₀) (h₂ : x₀ ≤ 1 - √e) (k : ℕ) :
    m ≤ (scfStep e)^[k] x₀ ∧ (scfStep e)^[k] x₀ ≤ 1 - √e ∧
      |(scfStep e)^[k] x₀ - √e| ≤ (1 - √e - m) ^ k * |x₀ - √e| := by
  have hs : √e < 1 / 2 := (Real.sqrt_lt' (by norm_num)).2 (by linarith)
  induction k with
  | zero => simp [h₁, h₂]
  | succ k ih =>
    rw [Function.iterate_succ_apply']
    generalize (scfStep e)^[k] x₀ = y at ih ⊢
    obtain ⟨a, b, c⟩ := ih
    have f := step_sub_root he y
    have q : 0 ≤ 1 - √e - y := by linarith
    have r : 0 ≤ y + √e := by linarith
    have hb : m ≤ scfStep e y ∧ scfStep e y ≤ 1 - √e := by
      -- the iterate moves towards the solution without crossing it
      rcases le_total y (√e) with h | h
      · have p : 0 ≤ √e - y := by linarith
        exact ⟨by nlinarith [mul_nonneg p r], by nlinarith [mul_nonneg p q]⟩
      · have p : 0 ≤ y - √e := by linarith
        exact ⟨by nlinarith [mul_nonneg p q], by nlinarith [mul_nonneg p r]⟩
    refine ⟨hb.1, hb.2, ?_⟩
    rw [f, abs_mul, abs_of_nonneg q, pow_succ, mul_right_comm]
    exact mul_le_mul c (by linarith) q ((abs_nonneg _).trans c)
```

The two cases appear as the split by `le_total y (√e)`. The last lines take absolute values in the exact factorisation and multiply by the previous estimate.

## The basin of attraction

Suppose first that \(x_0\le -s\) or \(x_0\ge 1+s\). In the product \(x_1+s=(x_0+s)(1+s-x_0)\) one factor is then at most zero and the other is positive, so \(x_1\le -s\). The same argument keeps all later iterates at or below \(-s\), and they cannot converge to \(s>0\).

Suppose next that \(-s<x_0\le 1-s\). The contraction estimate applies with \(m=\min(x_0,s)\), and its right-hand side tends to zero.

The remaining starts satisfy \(1-s\le x_0<1+s\). For these the two factorisations give \(x_1+s>0\) and \(x_1-s\le0\). One update carries the start into \((-s,s]\), and the previous case takes over.

The theorem states the result as an equivalence: for \(0<e<1/4\), \(x_k\to s\) if and only if \(-s<x_0<1+s\). The expression `Tendsto … atTop (𝓝 √e)` is the ordinary limit as \(k\to\infty\).

```lean
/-- For `0 < e < 1/4` the loop converges to `√e` exactly when it is started strictly between
`-√e` and `1 + √e`. -/
theorem converges_iff {e x₀ : ℝ} (he : 0 < e) (he4 : e < 1 / 4) :
    Tendsto (fun k => (scfStep e)^[k] x₀) atTop (𝓝 √e) ↔ -√e < x₀ ∧ x₀ < 1 + √e := by
  have hs0 : 0 < √e := Real.sqrt_pos.2 he
  have hs : √e < 1 / 2 := (Real.sqrt_lt' (by norm_num)).2 (by linarith)
  constructor
  · intro h
    by_contra hn
    -- outside the basin every later iterate is at or below the unstable solution
    have out : ∀ y, (y ≤ -√e ∨ 1 + √e ≤ y) → scfStep e y ≤ -√e := by
      intro y hy
      have g := step_add_root he.le y
      rcases hy with hy | hy
      · have p : 0 ≤ -√e - y := by linarith
        have q : 0 ≤ 1 + √e - y := by linarith
        nlinarith [mul_nonneg p q]
      · have p : 0 ≤ y + √e := by linarith
        have q : 0 ≤ y - 1 - √e := by linarith
        nlinarith [mul_nonneg p q]
    have h0 : x₀ ≤ -√e ∨ 1 + √e ≤ x₀ := by
      by_contra hc
      rw [not_or, not_le, not_le] at hc
      exact hn hc
    have all : ∀ k : ℕ, (scfStep e)^[k + 1] x₀ ≤ -√e := by
      intro k
      induction k with
      | zero => exact out x₀ h0
      | succ k ih =>
        rw [Function.iterate_succ_apply']
        exact out _ (Or.inl ih)
    have hl := le_of_tendsto' (h.comp (tendsto_add_atTop_nat 1)) all
    linarith
  · rintro ⟨h₁, h₂⟩
    have inner : ∀ y, -√e < y → y ≤ 1 - √e →
        Tendsto (fun k => (scfStep e)^[k] y) atTop (𝓝 √e) := by
      intro y hy hy'
      have hm : -√e < min y (√e) := lt_min hy (by linarith)
      have hm' : min y (√e) ≤ √e := min_le_right _ _
      have lim := (tendsto_pow_atTop_nhds_zero_of_lt_one
        (r := 1 - √e - min y (√e)) (by linarith) (by linarith)).mul_const |y - √e|
      rw [zero_mul] at lim
      refine tendsto_iff_dist_tendsto_zero.2 (squeeze_zero (fun k => dist_nonneg) ?_ lim)
      intro k
      rw [Real.dist_eq]
      exact (error_contraction he.le he4 hm hm' (min_le_left _ _) hy' k).2.2
    rcases le_total x₀ (1 - √e) with h | h
    · exact inner x₀ h₁ h
    · -- a start beyond `1 - √e` enters the contracting interval after one update
      have f := step_sub_root he.le x₀
      have g := step_add_root he.le x₀
      have p : 0 < x₀ + √e := by linarith
      have q : 0 < 1 + √e - x₀ := by linarith
      have u : 0 ≤ x₀ - √e := by linarith
      have v : 0 ≤ x₀ - (1 - √e) := by linarith
      have key := inner (scfStep e x₀) (by nlinarith [mul_pos p q])
        (by nlinarith [mul_nonneg u v])
      refine (tendsto_add_atTop_iff_nat (f := fun k => (scfStep e)^[k] x₀) 1).1 ?_
      exact key
```

In the proof, `out` is the statement about one update from outside the basin, and `all` extends it to every later iterate. The statement `inner` squeezes the distance to \(s\) between zero and a decaying geometric sequence. The final step uses the fact that dropping the first iterate does not change a limit.

## The limiting error ratio

The factorisation gives the ratio of successive errors exactly, as long as \(x_k\ne s\):

\[
\frac{x_{k+1}-s}{x_k-s}=1-s-x_k\;\longrightarrow\;1-2s .
\]

It remains to show that no iterate equals \(s\). By the factorisation, \(x'=s\) only if \(x=s\) or \(x=1-s\), and the theorem excludes both as starts. Neither can appear later. The update has its maximum at \(x=1/2\), so

\[
x'\le e+\tfrac14<1-s,
\]

where the last inequality follows from

\[
\tfrac34-s-s^2=\left(\tfrac12-s\right)\left(\tfrac32+s\right)>0 .
\]

Thus \(1-s\) is never reached after the start, and \(s\) is never reached at all.

The theorem has three conclusions: convergence to \(s\), the absence of any exact hit, and the limit of the ratio. The second ensures that the third never involves a division by zero. Every start with \(s<x_0\le 1/2\) is covered, since \(1/2<1-s\).

```lean
/-- For `0 < e < 1/4` and any start strictly between `-√e` and `1 + √e` other than `√e` and `1 -
√e`, the loop converges to `√e` without ever reaching it, and the ratio of successive errors tends
to `1 - 2√e`. -/
theorem critical_slowing_down {e x₀ : ℝ} (he : 0 < e) (he4 : e < 1 / 4)
    (h₁ : -√e < x₀) (h₂ : x₀ < 1 + √e) (h₃ : x₀ ≠ √e) (h₄ : x₀ ≠ 1 - √e) :
    Tendsto (fun k => (scfStep e)^[k] x₀) atTop (𝓝 √e) ∧
    (∀ k : ℕ, (scfStep e)^[k] x₀ ≠ √e) ∧
    Tendsto (fun k : ℕ => ((scfStep e)^[k + 1] x₀ - √e) / ((scfStep e)^[k] x₀ - √e))
      atTop (𝓝 (1 - 2 * √e)) := by
  have hs0 : 0 < √e := Real.sqrt_pos.2 he
  have hs : √e < 1 / 2 := (Real.sqrt_lt' (by norm_num)).2 (by linarith)
  have hlim := (converges_iff he he4).2 ⟨h₁, h₂⟩
  -- only `√e` and `1 - √e` are mapped to `√e`, and neither is ever visited
  have hne : ∀ k : ℕ, (scfStep e)^[k] x₀ ≠ √e ∧ (scfStep e)^[k] x₀ ≠ 1 - √e := by
    intro k
    induction k with
    | zero => exact ⟨h₃, h₄⟩
    | succ k ih =>
      rw [Function.iterate_succ_apply']
      generalize (scfStep e)^[k] x₀ = y at ih ⊢
      constructor
      · intro h
        have f := step_sub_root he.le y
        rw [h, sub_self] at f
        rcases mul_eq_zero.1 f.symm with h' | h'
        · exact ih.1 (by linarith)
        · exact ih.2 (by linarith)
      · apply ne_of_lt
        have p : 0 < 1 / 2 - √e := by linarith
        have q : 0 < 3 / 2 + √e := by linarith
        unfold scfStep
        nlinarith [sq_nonneg (y - 1 / 2), Real.sq_sqrt he.le, mul_pos p q]
  refine ⟨hlim, fun k => (hne k).1, ?_⟩
  have hr : ∀ k : ℕ, 1 - √e - (scfStep e)^[k] x₀ =
      ((scfStep e)^[k + 1] x₀ - √e) / ((scfStep e)^[k] x₀ - √e) := by
    intro k
    rw [Function.iterate_succ_apply', step_sub_root he.le,
      mul_div_cancel_left₀ _ (sub_ne_zero.2 (hne k).1)]
  have h2 : 1 - 2 * √e = 1 - √e - √e := by ring
  rw [h2]
  exact (hlim.const_sub (1 - √e)).congr hr
```

The statement `hne` proves by induction that both special values are avoided. The statement `hr` is the exact formula for the ratio, and the limit follows by inserting \(x_k\to s\).

## The square-root law for the decay rate

An error that shrinks by the factor \(1-2s\) per iteration decays at the logarithmic rate \(-\ln(1-2\sqrt e)\). With \(t=\sqrt e\),

\[
\lim_{e\to0^+}\frac{-\ln(1-2\sqrt e)}{\sqrt e}
=\left.\frac{d}{dt}\bigl[-\ln(1-2t)\bigr]\right|_{t=0}=2 .
\]

The rate is therefore \(2\sqrt e\) to leading order, and close to the spinodal the number of iterations per decimal digit grows as \(\ln 10/(2\sqrt e)\). Reducing the distance by a factor of four roughly doubles the work per digit. This count applies once the error is small compared with \(\sqrt e\), since the exact factor is \(1-2s-(x_k-s)\).

In Lean, `𝓝[>] 0` means that \(e\) approaches zero through positive values. The proof computes the derivative in `h2`, shows in `hs` that \(\sqrt e\) tends to zero without being zero, and composes the two. The theorem concerns the asymptotic factor \(1-2\sqrt e\) as a function of \(e\); it makes no statement about a loop in which \(e\) changes during the iteration.

```lean
/-- The square-root law: the logarithmic decay rate `-log (1 - 2√e)`, divided by `√e`, tends
to `2` as the distance `e` to the spinodal tends to zero from above. -/
theorem decay_rate_sqrt_law :
    Tendsto (fun e : ℝ => -Real.log (1 - 2 * √e) / √e) (𝓝[>] 0) (𝓝 2) := by
  -- the limit is the derivative of `-log (1 - 2t)` at `t = 0`, taken along `t = √e`
  have h1 := ((hasDerivAt_id' (0 : ℝ)).const_mul (2 : ℝ)).const_sub 1
  have h2 : HasDerivAt (fun t : ℝ => -Real.log (1 - 2 * t)) 2 0 :=
    (h1.log (by norm_num)).fun_neg.congr_deriv (by norm_num)
  have hs : Tendsto (fun e : ℝ => √e) (𝓝[>] 0) (𝓝[≠] 0) := by
    refine tendsto_nhdsWithin_iff.2 ⟨?_, ?_⟩
    · have h := Real.continuous_sqrt.tendsto 0
      rw [Real.sqrt_zero] at h
      exact h.mono_left nhdsWithin_le_nhds
    · filter_upwards [self_mem_nhdsWithin] with e he
      exact (Real.sqrt_pos.2 he).ne'
  refine (h2.tendsto_slope_zero.comp hs).congr (fun e => ?_)
  simp only [Function.comp_apply, smul_eq_mul, zero_add, mul_zero, sub_zero, Real.log_one,
    neg_zero]
  ring

end SpinodalSlowingDown
```

```lean
#print axioms SpinodalSlowingDown.error_two_sided
-- 'SpinodalSlowingDown.error_two_sided' depends on axioms: [propext, Classical.choice, Quot.sound]
#print axioms SpinodalSlowingDown.critical_slowing_down
-- 'SpinodalSlowingDown.critical_slowing_down' depends on axioms: [propext, Classical.choice, Quot.sound]
#print axioms SpinodalSlowingDown.decay_rate_sqrt_law
-- 'SpinodalSlowingDown.decay_rate_sqrt_law' depends on axioms: [propext, Classical.choice, Quot.sound]
```

## Reading the convergence log of a calculation

For an open-shell mean-field calculation whose slow direction is well described by this one-variable, undamped model, the result predicts how the number of iterations per digit, late in the convergence, rises as a metastable solution is followed towards its spinodal. At \(e=10^{-2}\) the limiting ratio is \(0.8\), or about 10 iterations per decimal digit. At \(e=10^{-4}\) it is \(0.98\), or about 114.

A running code does not know \(s\), but it can monitor the change \(r_k=x_{k+1}-x_k\). A short calculation, separate from the theorems above, gives

\[
r_k=-(x_k-s)(x_k+s),\qquad |x_k-s|=\frac{|r_k|}{x_k+s}\approx\frac{|r_k|}{2\sqrt e}
\]

close to convergence. The ratio \(r_{k+1}/r_k\) thus has the same limit \(1-2\sqrt e\) and can be read from the log. The formula also affects the stopping test: at \(e=10^{-4}\) the remaining error is about 50 times the last change, so a fixed threshold on the change leaves a larger error in the solution as the spinodal is approached.
